# A positive distribution minimises the free energy at fixed mean density exactly when $E + T\log p = c - v\cdot n$

Particles on a lattice are held at temperature $T$, and the mean occupation of every site is prescribed. Among all statistical distributions with these occupations, one looks for the distribution of lowest free energy. Is it the equilibrium distribution of the same particles in some external potential?

Let $s$ run over a finite set of configurations. Configuration $s$ has energy $E_s$, which includes interactions but no external potential, and occupation $n_i(s)$ on site $i$. For $T>0$ and a distribution $p$ with every $p_s>0$, the answer is yes: $p$ is a minimiser if and only if there are a real constant $c$ and a real site potential $v$ with

$$E_s + T\log p_s = c - \sum_i v_i\,n_i(s)\quad\text{for all } s.$$

Solving for $p_s$, a step left out of the Lean code, gives the Boltzmann form $p_s = e^{(c - E_s - \sum_i v_i n_i(s))/T}$. If all configurations have the same particle number, $v$ is the external potential, added to the energy, and $c$ is the equilibrium free energy in that potential. If the particle number varies, $v$ is the external potential minus the chemical potential, and $c$ is the grand potential. Temperature is in energy units, $k_B=1$.

In finite-temperature density functional theory this is the link between a constrained search and an external potential, here for a finite classical system. For electrons that hop between sites, the search runs over density matrices instead of probabilities, and the hypotheses below do not include that step.

## Distributions, mean occupations and free energy

In Lean, `S` is the type of configurations and `L` the type of sites, both finite.

```lean
import Mathlib

open Finset Filter Topology

namespace ThermalConstrainedSearch

noncomputable section

variable {S L : Type*} [Fintype S] [Fintype L]
```

A distribution satisfies $p_s\ge 0$ and $\sum_s p_s = 1$. Zero weights are allowed, so the competitors in the search may exclude some configurations.

```lean
/-- A probability distribution over the configurations: nonnegative weights with sum one. -/
structure IsProb (p : S → ℝ) : Prop where
  nonneg : ∀ s, 0 ≤ p s
  sum_one : ∑ s, p s = 1
```

The prescribed quantity is $\rho_i(p)=\sum_s p_s\,n_i(s)$. The code calls it `density`; it is a mean occupation, not a probability density. The entries `n s i` may be any real numbers, so other observables can take the place of occupations.

```lean
/-- The mean density: the average of the vectors `n s` with weights `p s`. -/
def density (n : S → L → ℝ) (p : S → ℝ) : L → ℝ := fun i => ∑ s, p s * n s i
```

The free energy is the mean energy minus $T$ times the entropy $-\sum_s p_s\log p_s$, with $0\log 0=0$:

$$F(p)=\sum_s p_sE_s+T\sum_s p_s\log p_s .$$

```lean
/-- The free energy: mean energy plus `T` times the sum of `p log p`. -/
def freeEnergy (E : S → ℝ) (T : ℝ) (p : S → ℝ) : ℝ :=
  ∑ s, p s * E s + T * ∑ s, p s * Real.log (p s)
```

A constrained minimiser is a distribution $p$ with $F(p)\le F(q)$ for every distribution $q$ such that $\rho(q)=\rho(p)$. The comparison is global.

```lean
/-- The distribution `p` has the lowest free energy among all probability distributions
with the same mean density. -/
def IsConstrainedMin (E : S → ℝ) (n : S → L → ℝ) (T : ℝ) (p : S → ℝ) : Prop :=
  IsProb p ∧ ∀ q, IsProb q → density n q = density n p → freeEnergy E T p ≤ freeEnergy E T q
```

## Relative entropy is positive between different distributions

For strictly positive $p$, define $D(q\|p)=\sum_s q_s(\log q_s-\log p_s)$.

```lean
/-- The relative entropy of `q` with respect to a strictly positive distribution `p`. -/
def relEntropy (q p : S → ℝ) : ℝ := ∑ s, q s * (Real.log (q s) - Real.log (p s))
```

For $x>0$ one has $\log x\le x-1$, with equality only at $x=1$. Setting $x=p_s/q_s$ and multiplying by $q_s>0$ gives

$$q_s(\log q_s-\log p_s)\ \ge\ q_s-p_s ,$$

strictly if $q_s\ne p_s$. If $q_s=0$, the left side is $0$ and the right side is $-p_s<0$. The right sides sum to $1-1=0$, and if $q\neq p$ at least one inequality is strict, so $D(q\|p)>0$. The steps `strict` and `weak` are the two forms of the termwise inequality, and `Finset.sum_lt_sum` adds them up.

```lean
/-- Gibbs' inequality: the relative entropy of a probability distribution with respect to a
different, strictly positive one is positive. -/
theorem relEntropy_pos {p q : S → ℝ} (hp : IsProb p) (hpos : ∀ s, 0 < p s)
    (hq : IsProb q) (hne : q ≠ p) : 0 < relEntropy q p := by
  -- the inequality holds configuration by configuration, up to `q s - p s`
  have strict : ∀ s, q s ≠ p s →
      q s - p s < q s * (Real.log (q s) - Real.log (p s)) := by
    intro s hs
    rcases (hq.nonneg s).eq_or_lt with h0 | h0
    · rw [← h0]
      linarith [hpos s]
    · have h1 : p s / q s ≠ 1 := fun h => hs ((div_eq_one_iff_eq h0.ne').1 h).symm
      have h2 := Real.log_lt_sub_one_of_pos (div_pos (hpos s) h0) h1
      rw [Real.log_div (hpos s).ne' h0.ne'] at h2
      have h3 := mul_lt_mul_of_pos_left h2 h0
      have h4 : q s * (p s / q s - 1) = p s - q s := by field_simp
      linarith
  have weak : ∀ s, q s - p s ≤ q s * (Real.log (q s) - Real.log (p s)) := by
    intro s
    by_cases hs : q s = p s
    · simp [hs]
    · exact (strict s hs).le
  obtain ⟨s, hs⟩ := Function.ne_iff.1 hne
  have h := Finset.sum_lt_sum (fun s _ => weak s) ⟨s, Finset.mem_univ s, strict s hs⟩
  rw [Finset.sum_sub_distrib, hq.sum_one, hp.sum_one, sub_self] at h
  exact h
```

## A minimiser has vanishing first variation

Displace $p$ to $p+t\,d$. By the product rule, the derivative of $(p_s+td_s)\log(p_s+td_s)$ at $t=0$ is $d_s\log p_s+p_s\,d_s/p_s=d_s(\log p_s+1)$. Hence

$$\frac{d}{dt}F(p+td)\Big|_{t=0}=\sum_s d_s\bigl(E_s+T(\log p_s+1)\bigr).$$

```lean
/-- The derivative of the free energy at a strictly positive `p` along a displacement `d`. -/
theorem hasDerivAt_freeEnergy (E : S → ℝ) (T : ℝ) {p : S → ℝ} (hpos : ∀ s, 0 < p s)
    (d : S → ℝ) :
    HasDerivAt (fun t : ℝ => freeEnergy E T (fun s => p s + t * d s))
      (∑ s, d s * (E s + T * (Real.log (p s) + 1))) 0 := by
  have hu : ∀ s, HasDerivAt (fun t : ℝ => p s + t * d s) (d s) 0 := fun s =>
    (((hasDerivAt_id' (0 : ℝ)).mul_const (d s)).const_add (p s)).congr_deriv (one_mul _)
  have hlog : ∀ s, HasDerivAt (fun t : ℝ => (p s + t * d s) * Real.log (p s + t * d s))
      (d s * (Real.log (p s) + 1)) 0 := by
    intro s
    have hne : p s + 0 * d s ≠ 0 := by simpa using (hpos s).ne'
    refine ((hu s).fun_mul ((hu s).log hne)).congr_deriv ?_
    have h1 : p s * (d s / p s) = d s := mul_div_cancel₀ _ (hpos s).ne'
    rw [zero_mul, add_zero, h1]
    ring
  unfold freeEnergy
  refine ((HasDerivAt.fun_sum fun s _ => (hu s).mul_const (E s)).fun_add
    ((HasDerivAt.fun_sum fun s _ => hlog s).const_mul T)).congr_deriv ?_
  rw [Finset.mul_sum, ← Finset.sum_add_distrib]
  exact Finset.sum_congr rfl fun s _ => by ring
```

Now let $\sum_s d_s=0$ and $\sum_s d_s\,n_i(s)=0$ for every $i$, so that normalisation and mean occupations are unchanged. Since there are finitely many weights and all are positive, they stay positive for small $t$ of either sign. If $p$ is a minimiser, $t=0$ is therefore a local minimum and the derivative vanishes. The term $T\sum_s d_s$ is zero, which leaves

$$\sum_s d_s\,(E_s+T\log p_s)=0 .$$

In the code, `hev` is the positivity for small $t$ and `hloc` the local minimum.

```lean
omit [Fintype L] in
/-- At a strictly positive constrained minimiser, `E + T log p` is orthogonal to every
displacement that changes neither the normalisation nor the mean density. -/
theorem first_variation_eq_zero {E : S → ℝ} {n : S → L → ℝ} {T : ℝ} {p : S → ℝ}
    (hpos : ∀ s, 0 < p s) (hmin : IsConstrainedMin E n T p) (d : S → ℝ)
    (hd : ∑ s, d s = 0) (hdn : ∀ i, ∑ s, d s * n s i = 0) :
    ∑ s, d s * (E s + T * Real.log (p s)) = 0 := by
  -- small displacements of either sign keep all weights positive
  have hev : ∀ᶠ t : ℝ in 𝓝 0, ∀ s, 0 < p s + t * d s := by
    refine Filter.eventually_all.2 fun s => ?_
    have hc : ContinuousAt (fun t : ℝ => p s + t * d s) 0 := by fun_prop
    exact hc.tendsto.eventually_const_lt (by simpa using hpos s)
  have hloc : ∀ᶠ t : ℝ in 𝓝 0, freeEnergy E T (fun s => p s + 0 * d s) ≤
      freeEnergy E T (fun s => p s + t * d s) := by
    filter_upwards [hev] with t ht
    have h0 : (fun s => p s + 0 * d s) = p := by
      funext s
      ring
    rw [h0]
    refine hmin.2 _ ⟨fun s => (ht s).le, ?_⟩ ?_
    · rw [Finset.sum_add_distrib, ← Finset.mul_sum, hd, hmin.1.sum_one]
      ring
    · funext i
      simp only [density, add_mul, Finset.sum_add_distrib, mul_assoc, ← Finset.mul_sum,
        hdn i, mul_zero, add_zero]
  have hlm : IsLocalMin (fun t : ℝ => freeEnergy E T (fun s => p s + t * d s)) 0 := hloc
  have hz := hlm.hasDerivAt_eq_zero (hasDerivAt_freeEnergy E T hpos d)
  calc ∑ s, d s * (E s + T * Real.log (p s))
      = ∑ s, d s * (E s + T * (Real.log (p s) + 1)) - T * ∑ s, d s := by
        rw [Finset.mul_sum, ← Finset.sum_sub_distrib]
        exact Finset.sum_congr rfl fun s _ => by ring
    _ = 0 := by rw [hz, hd]; ring
```

## The multipliers $c$ and $v$

Write $g_s=E_s+T\log p_s$. Split $g$ into a part in the span of the constant function and the functions $n_i$, and a part $d$ orthogonal to that span. Then $d$ is an allowed displacement, so $0=\sum_s d_sg_s=\sum_s d_s^2$ and $d=0$. Hence $g_s=w_0+\sum_i w_i\,n_i(s)$, and one sets $c=w_0$, $v_i=-w_i$.

Lean uses the dual version: a linear functional that vanishes wherever all the constraints vanish is a combination of them (`mem_span_of_iInf_ker_le_ker`). The index type `Option L` has `none` for normalisation and `some i` for site $i$. Evaluating on a unit displacement at $s$ gives the formula for $g_s$. The constraints may be linearly dependent, so $c$ and $v$ need not be unique. At fixed particle number, for example, a uniform shift of $v$ is absorbed in $c$.

```lean
/-- Lagrange multipliers: a function of the configurations that is orthogonal to every
displacement preserving normalisation and mean density has the form `c - v · n`. -/
theorem exists_multipliers (n : S → L → ℝ) (g : S → ℝ)
    (h : ∀ d : S → ℝ, ∑ s, d s = 0 → (∀ i, ∑ s, d s * n s i = 0) → ∑ s, d s * g s = 0) :
    ∃ (c : ℝ) (v : L → ℝ), ∀ s, g s = c - ∑ i, v i * n s i := by
  classical
  let φ : (S → ℝ) → ((S → ℝ) →ₗ[ℝ] ℝ) := fun a =>
    { toFun := fun d => ∑ s, d s * a s
      map_add' := by intro x y; simp [add_mul, Finset.sum_add_distrib]
      map_smul' := by intro r x; simp [Finset.mul_sum, mul_assoc] }
  let K : Option L → ((S → ℝ) →ₗ[ℝ] ℝ) := fun o =>
    φ (o.elim (fun _ => 1) (fun i s => n s i))
  -- a functional vanishing on the common kernel is a combination of the constraints
  have hK : φ g ∈ Submodule.span ℝ (Set.range K) := by
    apply mem_span_of_iInf_ker_le_ker
    intro d hd
    rw [Submodule.mem_iInf] at hd
    have h0 : ∑ s, d s * (1 : ℝ) = 0 := LinearMap.mem_ker.1 (hd none)
    exact LinearMap.mem_ker.2
      (h d (by simpa using h0) fun i => LinearMap.mem_ker.1 (hd (some i)))
  obtain ⟨w, hw⟩ := (Submodule.mem_span_range_iff_exists_fun ℝ).1 hK
  refine ⟨w none, fun i => -w (some i), fun s => ?_⟩
  have hφ : ∀ a, φ a (Pi.single s 1) = a s := by
    intro a
    change ∑ r, (Pi.single s 1 : S → ℝ) r * a r = a s
    simp [Pi.single_apply]
  have hs := LinearMap.congr_fun hw (Pi.single s 1)
  rw [Fintype.sum_option] at hs
  simp only [LinearMap.add_apply, LinearMap.sum_apply, LinearMap.smul_apply, K, hφ,
    smul_eq_mul, Option.elim_none, Option.elim_some, mul_one] at hs
  simp only [neg_mul, Finset.sum_neg_distrib]
  linarith
```

## The excess free energy is $T$ times a relative entropy

Conversely, assume the stationarity equation. For any distribution $r$, adding and subtracting $T\sum_s r_s\log p_s$ gives

$$F(r)=\sum_s r_s(E_s+T\log p_s)+T\,D(r\|p)=c-\sum_i v_i\,\rho_i(r)+T\,D(r\|p).$$

Take $r=q$ and $r=p$ with $\rho(q)=\rho(p)$ and subtract. Since $D(p\|p)=0$,

$$F(q)-F(p)=T\,D(q\|p).$$

The steps `split` and `lin` are the two equalities for $F(r)$.

```lean
/-- If `p` and `q` are probability distributions with the same mean density and
`E + T log p = c - v · n`, the free energy of `q` exceeds that of `p` by `T` times `relEntropy q p`.
-/
theorem freeEnergy_excess {E : S → ℝ} {n : S → L → ℝ} {T c : ℝ} {v : L → ℝ} {p q : S → ℝ}
    (hp : IsProb p) (hq : IsProb q) (hn : density n q = density n p)
    (h : ∀ s, E s + T * Real.log (p s) = c - ∑ i, v i * n s i) :
    freeEnergy E T q - freeEnergy E T p = T * relEntropy q p := by
  have split : ∀ r : S → ℝ, freeEnergy E T r =
      ∑ s, r s * (E s + T * Real.log (p s)) + T * relEntropy r p := by
    intro r
    simp only [freeEnergy, relEntropy, Finset.mul_sum, ← Finset.sum_add_distrib]
    exact Finset.sum_congr rfl fun s _ => by ring
  -- the linear part depends on the distribution only through its density
  have lin : ∀ r : S → ℝ, IsProb r →
      ∑ s, r s * (E s + T * Real.log (p s)) = c - ∑ i, v i * density n r i := by
    intro r hr
    simp only [h, mul_sub, Finset.sum_sub_distrib, ← Finset.sum_mul, hr.sum_one, one_mul,
      density, Finset.mul_sum]
    rw [Finset.sum_comm]
    congr 1
    exact Finset.sum_congr rfl fun i _ => Finset.sum_congr rfl fun s _ => by ring
  have hself : relEntropy p p = 0 := by simp [relEntropy]
  rw [split q, split p, lin q hq, lin p hp, hn, hself]
  ring
```

With $T>0$ and $q\ne p$ the right side is positive, so $p$ is the only minimiser at its mean occupations.

```lean
/-- For `T > 0`, a strictly positive probability distribution `p` with `E + T log p = c - v · n` has
strictly lower free energy than every other probability distribution with the same mean density. -/
theorem freeEnergy_lt_of_stationary {E : S → ℝ} {n : S → L → ℝ} {T c : ℝ} {v : L → ℝ}
    {p q : S → ℝ} (hT : 0 < T) (hp : IsProb p) (hpos : ∀ s, 0 < p s)
    (h : ∀ s, E s + T * Real.log (p s) = c - ∑ i, v i * n s i)
    (hq : IsProb q) (hn : density n q = density n p) (hne : q ≠ p) :
    freeEnergy E T p < freeEnergy E T q := by
  have h1 := freeEnergy_excess hp hq hn h
  have h2 := mul_pos hT (relEntropy_pos hp hpos hq hne)
  linarith
```

## The equivalence

The first variation and the multipliers give one direction, the excess formula the other. The theorem starts from a given positive $p$; it does not say which prescribed occupations have a positive minimiser.

```lean
/-- For `T > 0`, a strictly positive probability distribution minimises the free energy at
fixed mean density if and only if `E + T log p = c - v · n` for some real `c` and `v`. -/
theorem isConstrainedMin_iff_stationary (E : S → ℝ) (n : S → L → ℝ) {T : ℝ} (hT : 0 < T)
    {p : S → ℝ} (hp : IsProb p) (hpos : ∀ s, 0 < p s) :
    IsConstrainedMin E n T p ↔
      ∃ (c : ℝ) (v : L → ℝ), ∀ s, E s + T * Real.log (p s) = c - ∑ i, v i * n s i := by
  constructor
  · intro hmin
    exact exists_multipliers n (fun s => E s + T * Real.log (p s))
      (first_variation_eq_zero hpos hmin)
  · rintro ⟨c, v, h⟩
    refine ⟨hp, fun q hq hn => ?_⟩
    by_cases hne : q = p
    · rw [hne]
    · exact (freeEnergy_lt_of_stationary hT hp hpos h hq hn hne).le


end

end ThermalConstrainedSearch
```

```lean
#print axioms ThermalConstrainedSearch.freeEnergy_lt_of_stationary
-- 'ThermalConstrainedSearch.freeEnergy_lt_of_stationary' depends on axioms: [propext, Classical.choice, Quot.sound]
#print axioms ThermalConstrainedSearch.isConstrainedMin_iff_stationary
-- 'ThermalConstrainedSearch.isConstrainedMin_iff_stationary' depends on axioms: [propext, Classical.choice, Quot.sound]
```

## No sites, and an empty site

If `L` is empty, nothing but normalisation is constrained. The equation becomes $E_s+T\log p_s=c$, which is the ordinary canonical distribution.

Strict positivity of $p$ cannot be weakened to nonnegativity. Take one site that is empty or holds one particle in either of two internal states, with $n=0,1,1$ and energies $0,0,1$. At mean occupation $0$ the only distribution is $p=(1,0,0)$, so it is the minimiser. No finite $v$ produces it, because $\log 0$ is not finite. Lean's convention `Real.log 0 = 0` does not rescue the equation either, since it would require $c-v$ to equal both $0$ and $1$.
